# Collapse after each of n equal steps freezes a fixed two-state rotation as n grows

In surface hopping, a transition between two electronic states builds up through coherent amplitudes, and a decoherence correction that acts too often can suppress it; to make this a statement about numbers, one must choose what a single decoherence event does. Here it is a complete collapse: the system is found in one of the two basis states with the Born probability, and the next step starts from that pure state. The states have equal energies and a constant coupling $V$, so that a time $t$ rotates the amplitudes by $\theta = Vt/\hbar$. The total angle $x$ is held fixed while the number $n$ of collapsed steps increases.

```lean
import Mathlib

open Filter Topology

namespace ExcessiveDecoherence

noncomputable section
```

## The coherent rotation

With the Hamiltonian $V\sigma_x$, where $\sigma_x$ is the Pauli matrix that exchanges the two states, and with $\sigma_x^2 = 1$, the propagator is

$$U(\theta) = e^{-i\theta\sigma_x} = \begin{pmatrix}\cos\theta & -i\sin\theta\\ -i\sin\theta & \cos\theta\end{pmatrix}.$$

```lean
/-- The coherent propagator of a two-state system for a rotation by the angle `θ`,
with real diagonal and imaginary off-diagonal amplitudes. -/
def propagator (θ : ℝ) : Matrix (Fin 2) (Fin 2) ℂ :=
  !![((Real.cos θ : ℝ) : ℂ), -Complex.I * ((Real.sin θ : ℝ) : ℂ);
     -Complex.I * ((Real.sin θ : ℝ) : ℂ), ((Real.cos θ : ℝ) : ℂ)]
```

The definition takes the matrix itself, not the exponential. The states are `0` and `1`, the elements of `Fin 2`. The angle $\theta$ is half the rotation angle on the Bloch sphere, so complete transfer occurs at $\theta = \pi/2$, not at $\pi$.

## Collapse turns amplitudes into probabilities

If a step starts in state $j$, the collapse at its end gives state $i$ with probability

$$M_{ij}(\theta) = |U_{ij}(\theta)|^2.$$

```lean
/-- The Born probabilities for one step followed by collapse: the entry `i j` is the
probability to be found in state `i` after starting the step in state `j`. -/
def hopMatrix (θ : ℝ) : Matrix (Fin 2) (Fin 2) ℝ :=
  Matrix.of fun i j => Complex.normSq (propagator θ i j)
```

Columns label the starting state and rows the final one, the transpose of a common convention for Markov chains.

Since each step starts afresh from the basis state found in the last collapse, the probabilities of successive steps multiply. A sequence $s_0, s_1, \dots, s_n$ has probability

$$\prod_{k=0}^{n-1} M_{s_{k+1}s_k}(\theta).$$

```lean
/-- The probability that `n` steps of angle `θ`, each followed by collapse, produce the
sequence of states `s 1, ..., s n` from the initial state `s 0`. -/
def historyProb (θ : ℝ) (n : ℕ) (s : ℕ → Fin 2) : ℝ :=
  ∏ k ∈ Finset.range n, hopMatrix θ (s (k + 1)) (s k)
```

The function `s` is defined on all natural numbers, but only its values from `0` to `n` enter.

Never leaving state 0 is the constant sequence, with probability $P_n(\theta) = \prod_{k=0}^{n-1} M_{00}(\theta)$.

```lean
/-- The probability that the system is found in the initial state `0` after every one
of `n` collapsed steps of angle `θ`. -/
def survivalProb (θ : ℝ) (n : ℕ) : ℝ := historyProb θ n fun _ => 0
```

"Survival" therefore means being found in the initial state after every step. The textbook survival probability of a coherent evolution looks only at the final time.

## Without collapse, the steps add up

For two angles $a$ and $b$, a diagonal entry of $U(a)U(b)$ is

$$\cos a\cos b + (-i)^2\sin a\sin b = \cos(a+b),$$

and an off-diagonal entry is

$$-i(\cos a\sin b + \sin a\cos b) = -i\sin(a+b).$$

Hence $U(a)U(b) = U(a+b)$.

```lean
/-- Two successive coherent rotations compose to the rotation by the sum of the angles. -/
theorem propagator_add (a b : ℝ) :
    propagator a * propagator b = propagator (a + b) := by
  ext i j
  fin_cases i <;> fin_cases j <;>
    simp [propagator, Matrix.mul_apply, Fin.sum_univ_succ, Complex.cos_add, Complex.sin_add]
  · linear_combination (Complex.sin a * Complex.sin b) * Complex.I_sq
  · ring
  · ring
  · linear_combination (Complex.sin a * Complex.sin b) * Complex.I_sq
```

The proof compares the four entries. The two diagonal ones use $i^2=-1$, supplied as `Complex.I_sq`; the other two are closed by `ring`.

Starting from $U(\theta)^0 = 1 = U(0)$, induction gives

$$U(\theta)^{n+1} = U(n\theta)\,U(\theta) = U((n+1)\theta).$$

```lean
/-- Without collapse, `n` steps of angle `θ` are one coherent rotation by `n θ`. -/
theorem propagator_pow (θ : ℝ) (n : ℕ) :
    propagator θ ^ n = propagator (n * θ) := by
  induction n with
  | zero =>
    ext i j
    fin_cases i <;> fin_cases j <;> simp [propagator]
  | succ n ih =>
    rw [pow_succ, ih, propagator_add]
    congr 1
    push_cast
    ring
```

Subdivision alone thus changes nothing; any difference below comes from the collapses.

## The probability of never leaving

The squared moduli are $|\cos\theta|^2=\cos^2\theta$ and $|-i\sin\theta|^2=\sin^2\theta$, so

$$M(\theta) = \begin{pmatrix}\cos^2\theta & \sin^2\theta\\ \sin^2\theta & \cos^2\theta\end{pmatrix}.$$

```lean
/-- In one collapsed step of angle `θ` the system stays with probability `cos² θ` and
hops with probability `sin² θ`. -/
theorem hopMatrix_eq (θ : ℝ) :
    hopMatrix θ = !![Real.cos θ ^ 2, Real.sin θ ^ 2; Real.sin θ ^ 2, Real.cos θ ^ 2] := by
  ext i j
  fin_cases i <;> fin_cases j <;>
    simp [hopMatrix, propagator, Complex.normSq_ofReal, sq,
      -Complex.ofReal_cos, -Complex.ofReal_sin]
```

The survival probability is a product of $n$ equal factors:

$$P_n(\theta) = (\cos^2\theta)^n = \cos^{2n}\theta.$$

```lean
/-- The probability of never leaving the initial state in `n` collapsed steps of
angle `θ` is `cos θ ^ (2 n)`. -/
theorem survivalProb_eq (θ : ℝ) (n : ℕ) :
    survivalProb θ n = Real.cos θ ^ (2 * n) := by
  simp [survivalProb, historyProb, hopMatrix_eq, pow_mul]
```

For a lower bound, let $-1\le c\le 1$. Then

$$1-c^n = (1-c)(1+c+\dots+c^{n-1}) \le n(1-c),$$

because $1-c\ge 0$ and each of the $n$ summands is at most 1. This is Bernoulli's inequality. With $c=\cos^2\theta$ it gives $P_n(\theta)\ge 1-n\sin^2\theta$. Moreover, $1-2\sin^2\theta = \cos 2\theta \ge 1-\tfrac12(2\theta)^2$, so $\sin^2\theta\le\theta^2$. Together,

$$P_n(\theta) \ge 1-n\theta^2.$$

```lean
/-- The probability of never leaving the initial state in `n` collapsed steps of
angle `θ` is at least `1 - n θ²`. -/
theorem survivalProb_lower (θ : ℝ) (n : ℕ) :
    1 - n * θ ^ 2 ≤ survivalProb θ n := by
  have hcs := Real.sin_sq_add_cos_sq θ
  have hs : Real.sin θ ^ 2 ≤ θ ^ 2 := by
    have h := Real.one_sub_sq_div_two_le_cos (x := 2 * θ)
    rw [Real.cos_two_mul] at h
    nlinarith
  -- Bernoulli's inequality for the staying probability `1 - sin² θ`
  have hb := one_add_mul_le_pow (a := -(Real.sin θ ^ 2))
    (by nlinarith [sq_nonneg (Real.cos θ)]) n
  have hc : Real.cos θ ^ 2 = 1 + -(Real.sin θ ^ 2) := by linarith
  have hn := mul_le_mul_of_nonneg_left hs (Nat.cast_nonneg n : (0 : ℝ) ≤ n)
  rw [survivalProb_eq, pow_mul, hc]
  linarith
```

In the proof, `hs` is the bound on the sine and `hb` is Bernoulli's inequality, taken from Mathlib as `one_add_mul_le_pow` with $a=-\sin^2\theta$.

Now set $\theta=x/n$ with $n\ge1$. The uncollapsed steps give $U(x/n)^n=U(x)$, and $n(x/n)^2=x^2/n$, so

$$1-\frac{x^2}{n}\;\le\; P_n(x/n)=\cos^{2n}(x/n)\;\le\;1.$$

Both outer terms tend to 1, and so does the survival probability.

```lean
/-- Split a rotation by `x` into `n ≥ 1` equal steps. Without collapse they give the full
rotation; with collapse after each, the system never leaves its initial state with
probability `cos (x/n) ^ (2 n) ≥ 1 - x²/n`, which tends to one as `n` grows. -/
theorem excessive_decoherence (x : ℝ) :
    (∀ n : ℕ, 1 ≤ n →
      propagator (x / n) ^ n = propagator x ∧
      survivalProb (x / n) n = Real.cos (x / n) ^ (2 * n) ∧
      1 - x ^ 2 / n ≤ survivalProb (x / n) n) ∧
    Tendsto (fun n : ℕ => survivalProb (x / n) n) atTop (𝓝 1) := by
  have key : ∀ n : ℕ, 1 ≤ n → 1 - x ^ 2 / n ≤ survivalProb (x / n) n := by
    intro n hn
    have h0 : (n : ℝ) ≠ 0 := Nat.cast_ne_zero.mpr (by omega)
    have h := survivalProb_lower (x / n) n
    have e : (n : ℝ) * (x / n) ^ 2 = x ^ 2 / n := by field_simp
    rwa [e] at h
  refine ⟨fun n hn => ⟨?_, survivalProb_eq _ _, key n hn⟩, ?_⟩
  · have h0 : (n : ℝ) ≠ 0 := Nat.cast_ne_zero.mpr (by omega)
    rw [propagator_pow, mul_div_cancel₀ x h0]
  · -- squeeze between `1 - x²/n` and `1`
    have hl : Tendsto (fun n : ℕ => 1 - x ^ 2 / (n : ℝ)) atTop (𝓝 1) := by
      simpa using (tendsto_const_div_atTop_nhds_zero_nat (x ^ 2)).const_sub 1
    refine tendsto_of_tendsto_of_tendsto_of_le_of_le' hl tendsto_const_nhds
      ((eventually_ge_atTop 1).mono key) (Eventually.of_forall fun n => ?_)
    rw [survivalProb_eq, pow_mul]
    exact pow_le_one₀ (sq_nonneg _) (Real.cos_sq_le_one _)
```

In words: for every real $x$ and every $n\ge1$, the uncollapsed steps compose to the full rotation, and the collapsed steps have the stated survival probability and lower bound; as $n$ runs through the natural numbers, this probability tends to 1. The auxiliary statement `key` carries out the substitution, and `tendsto_of_tendsto_of_tendsto_of_le_of_le'` is the squeeze.

The condition $n\ge1$ is needed for the composition clause: zero steps give the identity, whereas $x=\pi/2$ calls for a complete exchange of the states.

## Returns included, the transfer still vanishes

Never leaving is stricter than ending in the initial state, since a trajectory may hop away and come back. Matrix multiplication sums over the intermediate states, so the relevant quantity is $M^n$. Write $c=\cos2\theta$, so that $\cos^2\theta=(1+c)/2$ and $\sin^2\theta=(1-c)/2$. If $p_n$ and $q_n$ are the populations of states 0 and 1 after $n$ steps, then

$$p_{n+1}-q_{n+1}=c\,(p_n-q_n),\qquad p_n+q_n=1.$$

Starting from $p_0=1$ and $q_0=0$ gives $p_n=(1+c^n)/2$ and $q_n=(1-c^n)/2$. Exchanging the two states gives the other column.

```lean
/-- The transition probabilities over `n` collapsed steps of angle `θ`, with all
intermediate hops and returns included. -/
theorem hopMatrix_pow (θ : ℝ) (n : ℕ) :
    hopMatrix θ ^ n =
      !![(1 + Real.cos (2 * θ) ^ n) / 2, (1 - Real.cos (2 * θ) ^ n) / 2;
         (1 - Real.cos (2 * θ) ^ n) / 2, (1 + Real.cos (2 * θ) ^ n) / 2] := by
  have hc : Real.cos θ ^ 2 = (1 + Real.cos (2 * θ)) / 2 := by
    rw [Real.cos_two_mul]; ring
  have hs : Real.sin θ ^ 2 = (1 - Real.cos (2 * θ)) / 2 := by
    linarith [Real.sin_sq_add_cos_sq θ]
  induction n with
  | zero =>
    ext i j
    fin_cases i <;> fin_cases j <;> norm_num
  | succ n ih =>
    rw [pow_succ, ih, hopMatrix_eq, hc, hs]
    generalize Real.cos (2 * θ) = c
    ext i j
    fin_cases i <;> fin_cases j <;>
      simp [Matrix.mul_apply, Fin.sum_univ_succ, pow_succ] <;> ring
```

Lean verifies the closed form by induction. After the half-angle substitutions, `generalize` replaces the cosine by a plain variable, and the entries become polynomial identities.

The transferred population is $q_n=(M^n)_{10}$. Since $|c|\le1$, it is nonnegative, and the inequality used for the survival bound now gives

$$q_n=\frac{1-c^n}{2}\le\frac{n(1-c)}{2}=n\sin^2\theta\le n\theta^2.$$

```lean
/-- The population transferred to the other state after `n` collapsed steps of
angle `θ` lies between zero and `n θ²`. -/
theorem transferred_bounds (θ : ℝ) (n : ℕ) :
    0 ≤ (hopMatrix θ ^ n) 1 0 ∧ (hopMatrix θ ^ n) 1 0 ≤ n * θ ^ 2 := by
  have e : (hopMatrix θ ^ n) 1 0 = (1 - Real.cos (2 * θ) ^ n) / 2 := by
    rw [hopMatrix_pow]; simp
  have h1 : Real.cos (2 * θ) ^ n ≤ 1 := by
    refine (le_abs_self _).trans ?_
    rw [abs_pow]
    exact pow_le_one₀ (abs_nonneg _) (Real.abs_cos_le_one _)
  have hb := one_add_mul_le_pow (a := Real.cos (2 * θ) - 1)
    (by linarith [Real.neg_one_le_cos (2 * θ)]) n
  rw [add_sub_cancel] at hb
  have hq : 1 - Real.cos (2 * θ) ≤ 2 * θ ^ 2 := by
    nlinarith [Real.one_sub_sq_div_two_le_cos (x := 2 * θ)]
  have hn := mul_le_mul_of_nonneg_left hq (Nat.cast_nonneg n : (0 : ℝ) ≤ n)
  rw [e]
  constructor <;> linarith
```

Here $c$ may be negative. Mathlib's form of Bernoulli's inequality allows this, because it requires only $a=c-1\ge-2$.

For $\theta=x/n$ and $n\ge1$ the bounds become $0\le q_n\le x^2/n$, and $q_n$ tends to 0.

```lean
/-- When a rotation by `x` is split into `n` equal collapsed steps, the transferred
population tends to zero as `n` grows. -/
theorem transfer_frozen (x : ℝ) :
    Tendsto (fun n : ℕ => (hopMatrix (x / n) ^ n) 1 0) atTop (𝓝 0) := by
  refine tendsto_of_tendsto_of_tendsto_of_le_of_le' tendsto_const_nhds
    (tendsto_const_div_atTop_nhds_zero_nat (x ^ 2))
    (Eventually.of_forall fun n => (transferred_bounds _ n).1)
    ((eventually_ge_atTop 1).mono fun n hn => ?_)
  have h0 : (n : ℝ) ≠ 0 := Nat.cast_ne_zero.mpr (by omega)
  have e : (n : ℝ) * (x / n) ^ 2 = x ^ 2 / n := by field_simp
  exact (transferred_bounds (x / n) n).2.trans_eq e
```

The contrast is sharpest at $x=\pi/2$. One uninterrupted rotation followed by a collapse transfers $\sin^2(\pi/2)=1$, the whole population, while $n$ collapsed steps transfer an amount that tends to 0. With ten steps it is already down to about 0.20.

```lean
/-- A rotation by `π/2` with a single collapse at the end transfers the whole population,
yet with collapse after each of `n` equal steps the transfer tends to zero. -/
theorem complete_transfer_frozen :
    hopMatrix (Real.pi / 2) 1 0 = 1 ∧
    Tendsto (fun n : ℕ => (hopMatrix (Real.pi / 2 / n) ^ n) 1 0) atTop (𝓝 0) :=
  ⟨by simp [hopMatrix_eq], transfer_frozen _⟩

end

end ExcessiveDecoherence
```

```lean
#print axioms ExcessiveDecoherence.excessive_decoherence
-- 'ExcessiveDecoherence.excessive_decoherence' depends on axioms: [propext, Classical.choice, Quot.sound]
#print axioms ExcessiveDecoherence.complete_transfer_frozen
-- 'ExcessiveDecoherence.complete_transfer_frozen' depends on axioms: [propext, Classical.choice, Quot.sound]
```

## Step size and unequal steps

A large number of collapses need not freeze the transition if the angle per step stays fixed. With $\theta=\pi/4$ in every step, the survival probability is $2^{-n}$, which tends to 0, and the transferred population is $1/2$ for every $n\ge1$. The bounds above give freezing whenever $n\theta^2$ tends to 0, which $\theta=x/n$ ensures.

The same argument treats unequal steps $\theta_1,\dots,\theta_n$, an extension given here without a formal proof:

$$\prod_{k=1}^n\cos^2\theta_k\;\ge\;1-\sum_{k=1}^n\sin^2\theta_k\;\ge\;1-\sum_{k=1}^n\theta_k^2.$$

If the angles are nonnegative with sum $x$, the last sum is at most $x\max_k\theta_k$, so survival tends to 1 when the largest step tends to 0.

For simulation practice, the result gives a limiting case for decoherence corrections, restricted to two degenerate states with constant coupling: as the interval between collapses tends to zero at fixed total time, the transferred population tends to zero. To carry this over to a surface-hopping calculation, one must identify a decoherence correction with a Born-rule collapse onto the two coupled states. In the model these are not the adiabatic states, the eigenstates of the electronic Hamiltonian, in which surface hopping is usually run; between those, a constant Hamiltonian causes no transitions at all, and it is the nuclear motion that couples them. An actual algorithm may draw its hops from a different rule and let the nuclear motion decide when the amplitudes are reset.
